# Phonon Operators of One Harmonic Branch: Bose Relations and Diagonal Hamiltonian

The displacements and momenta are treated here as elements of an abstract complex star-algebra, not as operators on a chosen Hilbert space. The star plays the role of the adjoint, and the canonical commutation relations enter as hypotheses. Everything that follows is algebra, so no question of operator domains arises.

## Wavevectors and normal coordinates

```lean
import Mathlib

open Finset

namespace PhononLadder

noncomputable section

variable {A G : Type*} [Ring A] [StarRing A] [Algebra ℂ A] [StarModule ℂ A]
  [AddCommGroup G] [DecidableEq G]
```

`A` is the algebra of observables, with \((cX)^*=\bar c\,X^*\) for complex \(c\). `G` is the additive commutative group of wavevectors, so \(-q\) makes sense. For a crystal with periodic boundary conditions it is finite, but finiteness is required only where a Hamiltonian is summed.

```lean
/-- The commutator of two observables. -/
def comm {A : Type*} [Ring A] (x y : A) : A := x * y - y * x
```

This is \([x,y]=xy-yx\).

```lean
-- No concrete instance of this structure is built in this file.
/-- Normal coordinates `Q q` and momenta `P q` of a lattice: the reality conditions
and the canonical commutation relations in wavevector space. -/
structure IsNormalModes (ħ : ℝ) (Q P : G → A) : Prop where
  Q_neg : ∀ q, Q (-q) = star (Q q)
  P_neg : ∀ q, P (-q) = star (P q)
  QQ : ∀ q k, comm (Q q) (Q k) = 0
  PP : ∀ q k, comm (P q) (P k) = 0
  QP : ∀ q k, comm (Q q) (star (P k)) = (if q = k then Complex.I * (ħ : ℂ) else 0) • (1 : A)
```

`IsNormalModes ħ Q P` is the statement that \(Q(q)\) and \(P(q)\) satisfy

\[ Q(-q)=Q(q)^*,\qquad P(-q)=P(q)^*, \]
\[ [Q(q),Q(k)]=[P(q),P(k)]=0,\qquad [Q(q),P(k)^*]=i\hbar\,\delta_{qk}. \]

The first line says that the displacements and momenta in real space are Hermitian. The second is the canonical commutation relation after a Fourier transform, with \(\hbar\) setting its scale. In Lean, `• (1 : A)` turns a complex number into a multiple of the identity. The usual realisation acts on wavefunctions through unbounded operators; the file does not construct it.

```lean
/-- The normalisation factor `1 / √(2 ħ w)` of a mode of frequency `w`. -/
def amp (ħ w : ℝ) : ℝ := (√(2 * ħ * w))⁻¹
```

Write \(\alpha_q=1/\sqrt{2\hbar w(q)}\) for `amp ħ (w q)`, where \(w(q)\) is the mode frequency.

```lean
/-- The phonon annihilation operator `a(q) = (w(q) Q(q) + i P(q)) / √(2 ħ w(q))`. -/
def ladder (ħ : ℝ) (w : G → ℝ) (Q P : G → A) (q : G) : A :=
  (amp ħ (w q) : ℂ) • ((w q : ℂ) • Q q + Complex.I • P q)
```

This is \(a(q)=\alpha_q\,(w(q)Q(q)+iP(q))\).

```lean
/-- The harmonic lattice Hamiltonian `½ ∑ (P(q)* P(q) + w(q)² Q(q)* Q(q))`. -/
def hamiltonian [Fintype G] (w : G → ℝ) (Q P : G → A) : A :=
  ∑ q, (1 / 2 : ℂ) • (star (P q) * P q + ((w q : ℂ) ^ 2) • (star (Q q) * Q q))
```

The Hamiltonian is

\[ H=\tfrac12\sum_q\left(P(q)^*P(q)+w(q)^2Q(q)^*Q(q)\right), \]

in mass-weighted coordinates. There is one branch, and its frequencies are given, not derived from force constants. The Bose relations and the theorems after them assume \(w(q)>0\) for every \(q\), including \(q=0\). This rules out the acoustic branches of a free crystal, whose frequency vanishes there.

## Three preparatory identities

```lean
/-- The square of the normalisation factor is the inverse of `2 ħ w`. -/
theorem amp_sq {ħ w : ℝ} (hħ : 0 < ħ) (hw : 0 < w) :
    (amp ħ w : ℂ) * (amp ħ w : ℂ) * (2 * (ħ : ℂ) * (w : ℂ)) = 1 := by
  have h : 0 < 2 * ħ * w := by positivity
  have e : amp ħ w * amp ħ w * (2 * ħ * w) = 1 := by
    unfold amp
    rw [← mul_inv, Real.mul_self_sqrt h.le, inv_mul_cancel₀ h.ne']
  exact_mod_cast e
```

For \(\hbar,w>0\) this is \(\alpha^2\cdot 2\hbar w=1\). It is proved for real numbers and then transferred to complex ones by `exact_mod_cast`.

```lean
omit [AddCommGroup G] [DecidableEq G] in
/-- The creation operator is `a(q)* = (w(q) Q(q)* - i P(q)*) / √(2 ħ w(q))`. -/
theorem star_ladder (ħ : ℝ) (w : G → ℝ) (Q P : G → A) (q : G) :
    star (ladder ħ w Q P q) =
      (amp ħ (w q) : ℂ) • ((w q : ℂ) • star (Q q) + (-Complex.I) • star (P q)) := by
  simp only [ladder, star_smul, star_add, Complex.star_def, Complex.conj_ofReal,
    Complex.conj_I]
```

Taking the adjoint conjugates \(i\) and leaves the real factors alone: \(a(q)^*=\alpha_q\,(w(q)Q(q)^*-iP(q)^*)\).

```lean
/-- The commutator of two linear combinations, expanded into four commutators. -/
theorem comm_expand {A : Type*} [Ring A] [Algebra ℂ A] (c d a b a' b' : ℂ) (X Y X' Y' : A) :
    comm (c • (a • X + b • Y)) (d • (a' • X' + b' • Y')) =
      (c * d) • ((a * a') • comm X X' + (a * b') • comm X Y' +
        (b * a') • comm Y X' + (b * b') • comm Y Y') := by
  simp only [comm, mul_add, add_mul, smul_mul_assoc, mul_smul_comm]
  module
```

The commutator is bilinear, so two linear combinations give four commutators. After the products are multiplied out, `module` compares the scalar coefficients.

## The Bose relations

```lean
/-- Phonon operators obey the Bose relations `[a(q), a(k)*] = δ_qk` and `[a(q), a(k)] = 0`. -/
theorem phonon_commutators {ħ : ℝ} {w : G → ℝ} {Q P : G → A} (h : IsNormalModes ħ Q P)
    (hħ : 0 < ħ) (hw : ∀ q, 0 < w q) (hev : ∀ q, w (-q) = w q) (q k : G) :
    comm (ladder ħ w Q P q) (star (ladder ħ w Q P k)) = (if q = k then 1 else 0) ∧
      comm (ladder ħ w Q P q) (ladder ħ w Q P k) = 0 := by
  have anti : ∀ x y : A, comm x y = -comm y x := fun x y => by simp only [comm, neg_sub]
  -- the reality condition turns `P k` into the adjoint of `P (-k)`
  have hQP : ∀ q k, comm (Q q) (P k) =
      (if q = -k then Complex.I * (ħ : ℂ) else 0) • (1 : A) := fun q k => by
    rw [← h.QP q (-k), ← h.P_neg (-k), neg_neg]
  constructor
  · rw [star_ladder, ladder, comm_expand, h.QP, ← h.Q_neg k, ← h.P_neg k, h.QQ, h.PP,
      anti (P q), hQP]
    by_cases hqk : q = k
    · subst hqk
      have e := amp_sq hħ (hw q)
      simp only [if_true]
      -- the two cross terms add up to `2 ħ w`
      linear_combination (norm := module) e • (1 : A) +
        ((-2 * (amp ħ (w q) : ℂ) * (amp ħ (w q) : ℂ) * (ħ : ℂ) * (w q : ℂ)) *
          Complex.I_sq) • (1 : A)
    · have hkq : ¬ (-k = -q) := fun e => hqk (neg_injective e).symm
      simp [hqk, hkq]
  · rw [ladder, ladder, comm_expand, h.QQ, h.PP, anti (P q), hQP, hQP]
    by_cases hqk : q = -k
    · subst hqk
      -- the cross terms cancel because the dispersion is even
      simp only [neg_neg, if_true, hev]
      module
    · have hkq : ¬ (k = -q) := fun e => hqk (by rw [e, neg_neg])
      simp [hqk, hkq]
```

For \(\hbar>0\) and a positive, even \(w\), the theorem states

\[ [a(q),a(k)^*]=\delta_{qk},\qquad [a(q),a(k)]=0. \]

The reality condition first gives `hQP`: since \(P(k)=P(-k)^*\), we have \([Q(q),P(k)]=i\hbar\,\delta_{q,-k}\). Hence

\[ [P(q),Q(k)^*]=-[Q(-k),P(q)]=-i\hbar\,\delta_{qk}. \]

In the first relation the \(QQ\) and \(PP\) terms vanish, leaving

\[ \alpha_q\alpha_k\left(-iw(q)\,i\hbar+iw(k)(-i\hbar)\right)\delta_{qk} =\alpha_q^2\,2\hbar w(q)\,\delta_{qk}=\delta_{qk}. \]

In the second, the cross terms are

\[ \alpha_q\alpha_k\left(iw(q)\,i\hbar-iw(k)\,i\hbar\right)\delta_{q,-k} =\alpha_q\alpha_k\,\hbar\,(w(k)-w(q))\,\delta_{q,-k}, \]

which vanishes because \(w(-k)=w(k)\).

The proof follows this route. `comm_expand` produces the four terms, and `by_cases` separates the pairs on which the delta is one from the rest. `linear_combination` then supplies \(\alpha_q^2\,2\hbar w(q)=1\) and \(i^2=-1\).

Evenness matters for the second relation. Real force constants guarantee it, so the following numbers test the algebra and do not describe a crystal. Take three wavevectors \(0,1,2\) modulo 3, so that \(-1=2\), and set \(w(1)=1\), \(w(2)=4\). The same calculation gives

\[ [a(1),a(2)]=\frac{w(2)-w(1)}{2\sqrt{w(1)w(2)}}=\frac34, \]

so two annihilation operators no longer commute.

## Displacement and energy in phonon operators

```lean
/-- The displacement in terms of phonon operators:
`Q(q) = √(ħ / (2 w(q))) (a(q) + a(-q)*)`. -/
theorem displacement_eq {ħ : ℝ} {w : G → ℝ} {Q P : G → A} (h : IsNormalModes ħ Q P)
    (hħ : 0 < ħ) (hw : ∀ q, 0 < w q) (hev : ∀ q, w (-q) = w q) (q : G) :
    Q q = ((√(ħ / (2 * w q)) : ℝ) : ℂ) •
      (ladder ħ w Q P q + star (ladder ħ w Q P (-q))) := by
  have hq := hw q
  have e := amp_sq hħ hq
  have er : amp ħ (w q) * amp ħ (w q) * (2 * ħ * w q) = 1 := by exact_mod_cast e
  have hs : √(ħ / (2 * w q)) = ħ * amp ħ (w q) := by
    have h2 : (ħ * amp ħ (w q)) ^ 2 = ħ / (2 * w q) := by
      rw [eq_div_iff (by positivity)]
      linear_combination ħ * er
    have ha : 0 ≤ amp ħ (w q) := inv_nonneg.mpr (Real.sqrt_nonneg _)
    have hn : 0 ≤ ħ * amp ħ (w q) := mul_nonneg hħ.le ha
    rw [← h2, Real.sqrt_sq hn]
  rw [star_ladder, h.Q_neg, h.P_neg, star_star, star_star, hev, hs, ladder]
  push_cast
  linear_combination (norm := module) (-e) • Q q
```

This is

\[ Q(q)=\sqrt{\frac{\hbar}{2w(q)}}\,\left(a(q)+a(-q)^*\right). \]

By the reality conditions and evenness, \(a(-q)^*=\alpha_q\,(w(q)Q(q)-iP(q))\). The momenta cancel in the sum, which equals \(2\alpha_q w(q)Q(q)\). The prefactor is \(\hbar\alpha_q\), since both are non-negative and have square \(\hbar/(2w(q))\); this is `hs` in the proof. The product is \(2\hbar w(q)\alpha_q^2\,Q(q)=Q(q)\). For a single harmonic branch, this is the form in which a displacement enters a linear electron–phonon coupling.

```lean
/-- The lattice Hamiltonian in terms of phonon operators: `H = ∑ ħ w(q) (a(q)* a(q) + ½)`. -/
theorem hamiltonian_eq [Fintype G] {ħ : ℝ} {w : G → ℝ} {Q P : G → A}
    (h : IsNormalModes ħ Q P) (hħ : 0 < ħ) (hw : ∀ q, 0 < w q) (hev : ∀ q, w (-q) = w q) :
    hamiltonian w Q P = ∑ q, ((ħ : ℂ) * (w q : ℂ)) •
      (star (ladder ħ w Q P q) * ladder ħ w Q P q + (1 / 2 : ℂ) • (1 : A)) := by
  -- one mode: the oscillator energy plus cross terms
  have key : ∀ q, ((ħ : ℂ) * (w q : ℂ)) •
      (star (ladder ħ w Q P q) * ladder ħ w Q P q + (1 / 2 : ℂ) • (1 : A)) =
      (1 / 2 : ℂ) • (star (P q) * P q + ((w q : ℂ) ^ 2) • (star (Q q) * Q q)) +
      ((Complex.I * (w q : ℂ) / 2) • (star (Q q) * P q) -
        (Complex.I * (w q : ℂ) / 2) • (star (P q) * Q q) +
        ((ħ : ℂ) * (w q : ℂ) / 2) • (1 : A)) := fun q => by
    have e := amp_sq hħ (hw q)
    have e1 : ((ħ : ℂ) * (w q : ℂ)) • (star (ladder ħ w Q P q) * ladder ħ w Q P q) =
        (1 / 2 : ℂ) • (((w q : ℂ) • star (Q q) + (-Complex.I) • star (P q)) *
          ((w q : ℂ) • Q q + Complex.I • P q)) := by
      rw [star_ladder, ladder, smul_mul_assoc, mul_smul_comm]
      linear_combination (norm := module) e • ((1 / 2 : ℂ) •
        (((w q : ℂ) • star (Q q) + (-Complex.I) • star (P q)) *
          ((w q : ℂ) • Q q + Complex.I • P q)))
    rw [smul_add, e1]
    simp only [mul_add, add_mul, smul_mul_assoc, mul_smul_comm]
    linear_combination (norm := module)
      ((-(1 / 2 : ℂ)) * Complex.I_sq) • (star (P q) * P q)
  -- relabel `q → -q` in one of the cross terms
  have flip : ∑ q, (Complex.I * (w q : ℂ) / 2) • (star (Q q) * P q) =
      ∑ q, (Complex.I * (w q : ℂ) / 2) • (Q q * star (P q)) := by
    refine Fintype.sum_equiv (Equiv.neg G) _ _ (fun q => ?_)
    simp only [Equiv.neg_apply]
    rw [hev, h.Q_neg, ← h.P_neg (-q), neg_neg]
  rw [sum_congr rfl (fun q _ => key q), sum_add_distrib, hamiltonian, left_eq_add,
    sum_add_distrib, sum_sub_distrib, flip, ← sum_sub_distrib, ← sum_add_distrib]
  refine sum_eq_zero (fun q _ => ?_)
  have hc := h.QP q q
  simp only [comm, if_true] at hc
  linear_combination (norm := module) (Complex.I * (w q : ℂ) / 2) • hc +
    (((ħ : ℂ) * (w q : ℂ) / 2) * Complex.I_sq) • (1 : A)
```

With finitely many wavevectors, \(\hbar>0\) and a positive, even \(w\),

\[ H=\sum_q\hbar w(q)\left(a(q)^*a(q)+\tfrac12\right). \]

For one mode, multiplying out gives

\[ \hbar w\,a^*a=\tfrac12\left(P^*P+w^2Q^*Q\right)+\tfrac{iw}{2}\left(Q^*P-P^*Q\right), \]

with every symbol taken at \(q\). This is the content of `key`, which also carries the zero-point term. When \(-q\ne q\), the cross terms of one mode need not reduce to a constant, so the proof sums them over all modes. Relabelling \(q\to-q\) in the first one, the step called `flip`, replaces \(Q(q)^*P(q)\) by \(Q(q)P(q)^*\) and leaves the coefficient unchanged because \(w\) is even. The cross terms then sum to

\[ \sum_q\tfrac{iw(q)}{2}\,[Q(q),P(q)^*]=-\sum_q\tfrac12\hbar w(q), \]

and the zero-point energy compensates exactly this amount.

```lean
/-- The commutator of the lattice Hamiltonian with an annihilation operator is
`[H, a(k)] = -ħ w(k) a(k)`. -/
theorem comm_hamiltonian_ladder [Fintype G] {ħ : ℝ} {w : G → ℝ} {Q P : G → A}
    (h : IsNormalModes ħ Q P) (hħ : 0 < ħ) (hw : ∀ q, 0 < w q)
    (hev : ∀ q, w (-q) = w q) (k : G) :
    comm (hamiltonian w Q P) (ladder ħ w Q P k) =
      (-((ħ : ℂ) * (w k : ℂ))) • ladder ħ w Q P k := by
  have expand : ∀ (c : ℂ) (s x y : A),
      (c • (s * x + (1 / 2 : ℂ) • (1 : A))) * y - y * (c • (s * x + (1 / 2 : ℂ) • (1 : A))) =
        c • (s * comm x y - comm y s * x) := fun c s x y => by
    simp only [comm, smul_mul_assoc, mul_smul_comm, add_mul, mul_add, mul_sub, sub_mul,
      one_mul, mul_one, mul_assoc]
    module
  rw [hamiltonian_eq h hħ hw hev, comm, sum_mul, mul_sum, ← sum_sub_distrib]
  -- only the mode `k` contributes
  rw [sum_eq_single k]
  · rw [expand, (phonon_commutators h hħ hw hev k k).1,
      (phonon_commutators h hħ hw hev k k).2, if_pos rfl, mul_zero, one_mul]
    module
  · intro q _ hq
    rw [expand, (phonon_commutators h hħ hw hev k q).1,
      (phonon_commutators h hħ hw hev q k).2, if_neg (Ne.symm hq), mul_zero, zero_mul,
      sub_zero, smul_zero]
  · intro hk
    exact absurd (mem_univ k) hk

end

end PhononLadder
```

Under the same hypotheses, the last theorem gives \([H,a(k)]=-\hbar w(k)\,a(k)\): applied to an energy eigenstate, \(a(k)\) lowers the energy by \(\hbar w(k)\) or gives zero. The constant \(\tfrac12\) commutes with everything, so the diagonal form yields

\[ [H,a(k)]=\sum_q\hbar w(q)\left(a(q)^*[a(q),a(k)]-[a(k),a(q)^*]\,a(q)\right). \]

The helper `expand` is this identity for one term. The first commutator is zero and the second is \(\delta_{kq}\), so `sum_eq_single k` keeps only the mode \(k\).

```lean
#print axioms PhononLadder.phonon_commutators
#print axioms PhononLadder.displacement_eq
#print axioms PhononLadder.comm_hamiltonian_ladder
```

```
'PhononLadder.phonon_commutators' depends on axioms: [propext, Classical.choice, Quot.sound]
'PhononLadder.displacement_eq' depends on axioms: [propext, Classical.choice, Quot.sound]
'PhononLadder.comm_hamiltonian_ladder' depends on axioms: [propext, Classical.choice, Quot.sound]
```
